# A combination of non-orthogonal basis functions that reduces to a single orthonormal function

Take m + 1 real basis functions, each equal to one member of an orthonormal set minus all the earlier members; they are neither orthogonal nor, after the first, normalised. The lemma `transpose_nearNull` says that combining them with the coefficients (2^(m-1), ..., 2, 1, 1), or just (1) when m = 0, leaves exactly the last orthonormal function: Lᵀc is the last unit vector, where the rows of L hold the functions' expansions. The vector c is not normalised; scaled to unit length, it gives a combination of squared norm 3/(4^m + 2), a consequence that the lemma itself does not state. The proof is by induction on m: the new first coefficient cancels the sum of the later ones in the first component, and the other components reduce to the smaller problem.

As first written in Lean, the proof fails:

```lean
import Mathlib

open Matrix

namespace UnitPivotsNearDependence

noncomputable section

/-- `G` is a Cholesky factor of `M`: lower triangular, with positive diagonal entries
(the pivots), and `G Gᵀ = M`. -/
structure IsCholesky {n : ℕ} (G M : Matrix (Fin n) (Fin n) ℝ) : Prop where
  lower : ∀ i j, i < j → G i j = 0
  pivot_pos : ∀ i, 0 < G i i
  factor : G * Gᵀ = M

/-- The lower triangular matrix with ones on the diagonal and `-1` everywhere below. -/
def unitFactor (n : ℕ) : Matrix (Fin n) (Fin n) ℝ :=
  Matrix.of fun i j => if i = j then 1 else if j < i then -1 else 0

/-- The matrix `M = L Lᵀ`: the overlap matrix of `n` functions whose coefficients in an orthonormal
set are the rows of `L`. -/
def overlap (n : ℕ) : Matrix (Fin n) (Fin n) ℝ :=
  unitFactor n * (unitFactor n)ᵀ

/-- The coefficient vector `(2^(m-1), ..., 2, 1, 1)` of length `m + 1`, built from its
last entry upwards. -/
def nearNull : (m : ℕ) → Fin (m + 1) → ℝ
  | 0 => fun _ => 1
  | m + 1 => Fin.cons (2 ^ m) (nearNull m)

/-- The matrix `L` is a Cholesky factor of the overlap matrix. -/
theorem unitFactor_isCholesky (n : ℕ) : IsCholesky (unitFactor n) (overlap n) where
  lower i j h := by simp [unitFactor, h.ne, not_lt_of_ge h.le]
  pivot_pos i := by simp [unitFactor]
  factor := rfl

/-- The entries of the coefficient vector add up to `2^m`. -/
theorem sum_nearNull (m : ℕ) : ∑ i, nearNull m i = 2 ^ m := by
  induction m with
  | zero => simp [nearNull]
  | succ m ih =>
    rw [Fin.sum_univ_succ]
    simp only [nearNull, Fin.cons_zero, Fin.cons_succ]
    rw [ih]
    ring

/-- `Lᵀ` sends the coefficient vector to the last unit vector. -/
theorem transpose_nearNull (m : ℕ) (i : Fin (m + 1)) :
    ∑ j, unitFactor (m + 1) j i * nearNull m j = if i = Fin.last m then 1 else 0 := by
  induction m with
  | zero =>
    have hi : i = Fin.last 0 := Subsingleton.elim _ _
    subst hi
    simp [unitFactor, nearNull]
  | succ m ih =>
    rw [Fin.sum_univ_succ]
    simp only [nearNull, Fin.cons_zero, Fin.cons_succ]
    refine Fin.cases ?_ (fun i => ?_) i
    · -- the new first entry cancels the sum of all later ones
      have h0 : unitFactor (m + 1 + 1) 0 0 = 1 := by simp [unitFactor]
      have h1 : ∀ j : Fin (m + 1), unitFactor (m + 1 + 1) j.succ 0 = -1 := by
        intro j
        simp [unitFactor, Fin.succ_ne_zero]
      have h2 : (0 : Fin (m + 1 + 1)) ≠ Fin.last (m + 1) := by
        simp [Fin.ext_iff]
      simp only [h0, h1, if_neg h2]
      rw [← Finset.mul_sum, sum_nearNull]
      ring
    · -- the other rows are those of the smaller problem
      have h0 : unitFactor (m + 1 + 1) 0 i.succ = 0 :=
        (unitFactor_isCholesky _).lower _ _ (Fin.succ_pos i)
      have h1 : ∀ j : Fin (m + 1),
          unitFactor (m + 1 + 1) j.succ i.succ = unitFactor (m + 1) j i := by
        intro j
        simp [unitFactor]
      simp only [h0, h1, zero_mul, zero_add]
      rw [ih i, ← Fin.succ_last]
      simp only [Fin.succ_inj]

end

end UnitPivotsNearDependence
```

Compiling this gives:

```
Main.lean:52:32: error(lean.synthInstanceFailed): failed to synthesize instance of type class
  Subsingleton (Fin (0 + 1))

Hint: Type class instance resolution failures can be inspected with the `set_option trace.Meta.synthInstance true` command.
```

Cause. The error is in the base case, where the proof must show that the index `i` equals `Fin.last 0`. `Subsingleton.elim` proves any two elements of a type equal, but needs an instance saying that the type has at most one element. Here the induction leaves the type as `Fin (0 + 1)`, and Lean finds no such instance. The type does have only one element, but Mathlib's instance is stated for `Fin 1`, and the search does not match it with the unreduced `0 + 1`.

The repair proves the same equality without that instance. `Fin.ext` reduces it to an equality of the underlying natural numbers, `i.isLt` supplies the bound that `i` is below `0 + 1`, and `Fin.val_last` rewrites the value of `Fin.last 0` to `0`. What remains is arithmetic: a natural number below `0 + 1` is `0`, which `omega` proves.

The mended proof, as a diff:

```diff
@@ -50,5 +50,9 @@
   induction m with
   | zero =>
-    have hi : i = Fin.last 0 := Subsingleton.elim _ _
+    have hi : i = Fin.last 0 := by
+      apply Fin.ext
+      have hlt := i.isLt
+      rw [Fin.val_last]
+      omega
     subst hi
     simp [unitFactor, nearNull]
```
